# Hermiticity of Bloch-summed PAW occupancy changes on a ring of cells

Take a periodic ring of $N\ge 1$ cells, labelled by $R\in\mathbb Z/N$. Each cell carries a complex matrix $\rho(R)$, the first-order change of its PAW on-site occupancies, whose rows and columns are labelled by the on-site channels. In Lean this is `ρ : ZMod N → Matrix n n ℂ`, with `n` the set of channels.

```lean
import Mathlib

open Matrix

namespace PAWResponseBloch

noncomputable section

variable {N : ℕ} [NeZero N] {n : Type*}
```

The wave vector is also a label $q\in\mathbb Z/N$, standing for $2\pi q/(Na)$ at lattice constant $a$. The Bloch sum has a minus sign in the phase and no prefactor:
$$\rho(q)=\sum_R e^{-2\pi i qR/N}\rho(R).$$
In the exponent, `q.val` and `R.val` are the integer representatives between $0$ and $N-1$. Where several families of matrices occur, $B[\rho](q)$ denotes this sum.

```lean
/-- The Bloch sum `ρ(q) = ∑_R exp(-2πi qR/N) ρ(R)` of the occupancy-change matrices `ρ(R)`
on a ring of `N` cells. -/
def blochSum (ρ : ZMod N → Matrix n n ℂ) (q : ZMod N) : Matrix n n ℂ :=
  ∑ R : ZMod N,
    Complex.exp (-2 * Real.pi * Complex.I * (q.val : ℂ) * (R.val : ℂ) / (N : ℂ)) • ρ R
```

The matrices $\rho(R)$ are given data: no response equation is solved. Where they are assumed Hermitian (`hρ`), this stands for the change of a Hermitian density matrix under a static, Hermitian perturbation. The dagger is `ᴴ` in Lean.

### (a) Phases modulo N

With $\chi(k)=e^{2\pi i k/N}$, show that the phases depend on $q$ and $R$ only modulo $N$:
$$B[\rho](q)=\sum_R\chi(-Rq)\,\rho(R).$$

Adding $N$ to the representative of $q$ multiplies the phase by $e^{-2\pi iR}=1$, and likewise for $R$. The phase is therefore a function of the class of $-Rq$, namely $\chi(-Rq)$. In Lean $\chi$ is `ZMod.stdAddChar`, and `ZMod.stdAddChar_coe` evaluates it on an integer representative.

```lean
/-- The Bloch sum at `q` is the sum over all cells of `χ(-Rq) ρ(R)`, where `χ` is the standard
additive character of `Z/N`. -/
theorem blochSum_eq_character (ρ : ZMod N → Matrix n n ℂ) (q : ZMod N) :
    blochSum ρ q = ∑ R : ZMod N, ZMod.stdAddChar (-(R * q)) • ρ R := by
  unfold blochSum
  refine Finset.sum_congr rfl fun R _ => ?_
  have hc : ((-((R.val : ℤ) * (q.val : ℤ)) : ℤ) : ZMod N) = -(R * q) := by simp
  rw [← hc, ZMod.stdAddChar_coe]
  congr 2
  push_cast
  ring
```

### (b) Recovering the cells

Show that the Bloch sums at all $q$ determine the cell matrices:
$$B[\rho]=B[\sigma]\;\Rightarrow\;\rho=\sigma.$$

Multiply by $\chi(qS)$ and sum over $q$:
$$\sum_q\chi(qS)B[\rho](q)=\sum_R\Big(\sum_q\chi(q(S-R))\Big)\rho(R).$$
For $R=S$ the inner sum is $N$. Otherwise it is a geometric series with ratio $w\neq1$ and $w^N=1$, so it equals $(w^N-1)/(w-1)=0$. Hence the right side is $N\rho(S)$, and equal Bloch sums give equal cells. The Lean proof uses (a) to recognise the discrete Fourier transform `ZMod.dft`, whose injectivity Mathlib supplies.

```lean
/-- The matrices `ρ(q)` at all wave vectors determine the matrices `ρ(R)` in all cells. -/
theorem blochSum_injective :
    Function.Injective (blochSum : (ZMod N → Matrix n n ℂ) → ZMod N → Matrix n n ℂ) := by
  intro ρ σ h
  -- the Bloch sum is the discrete Fourier transform, which is invertible
  apply (ZMod.dft (N := N) (E := Matrix n n ℂ)).injective
  funext q
  rw [ZMod.dft_apply, ZMod.dft_apply, ← blochSum_eq_character, ← blochSum_eq_character, h]
```

### (c) The adjoint

Show that
$$B[\rho](q)^\dagger=B[\rho^\dagger](-q),\qquad \rho^\dagger(R)=\rho(R)^\dagger.$$

Conjugation reverses the phase, $\chi(-Rq)^*=\chi(Rq)$, so
$$B[\rho](q)^\dagger=\sum_R\chi(Rq)\rho(R)^\dagger=\sum_R\chi(-R(-q))\rho(R)^\dagger.$$
`AddChar.map_neg_eq_conj` is the conjugation step.

```lean
/-- The adjoint of a Bloch sum at `q` is the Bloch sum of the adjoint matrices at `-q`. -/
theorem blochSum_conjTranspose (ρ : ZMod N → Matrix n n ℂ) (q : ZMod N) :
    (blochSum ρ q)ᴴ = blochSum (fun R => (ρ R)ᴴ) (-q) := by
  rw [blochSum_eq_character, blochSum_eq_character, Matrix.conjTranspose_sum]
  refine Finset.sum_congr rfl fun R _ => ?_
  rw [Matrix.conjTranspose_smul, mul_neg, AddChar.map_neg_eq_conj _ (-(R * q))]
  rfl
```

### (d) Reversing the ring

Let $\tilde\rho(R)=\rho(-R)$. Show that
$$B[\tilde\rho](q)=B[\rho](-q).$$

Put $S=-R$, which runs over all cells once:
$$\sum_R\chi(-Rq)\rho(-R)=\sum_S\chi(Sq)\rho(S)=B[\rho](-q).$$
The relabelling is `Fintype.sum_equiv` with `Equiv.neg`.

```lean
/-- Reversing the cells, `R → -R`, reverses the wave vector, `q → -q`. -/
theorem blochSum_reverse (ρ : ZMod N → Matrix n n ℂ) (q : ZMod N) :
    blochSum (fun R => ρ (-R)) q = blochSum ρ (-q) := by
  rw [blochSum_eq_character, blochSum_eq_character]
  refine Fintype.sum_equiv (Equiv.neg (ZMod N)) _ _ fun R => ?_
  simp only [Equiv.neg_apply, neg_mul_neg]
```

### (e) Hermitian cells seen from reciprocal space

Show that
$$\rho(R)^\dagger=\rho(R)\ \text{for all }R\iff\rho(q)^\dagger=\rho(-q)\ \text{for all }q.$$

If the cells are Hermitian, then $\rho^\dagger=\rho$ in (c) gives the right side. Conversely, use (c) and then the assumption, both at $-q$:
$$B[\rho^\dagger](q)=B[\rho](-q)^\dagger=B[\rho](q).$$
By (b), $\rho^\dagger=\rho$. The two bullets of the Lean proof are these two directions.

```lean
/-- The occupancy changes are Hermitian in every cell if and only if `ρ(q)† = ρ(-q)` at every
wave vector. -/
theorem hermitian_cells_iff (ρ : ZMod N → Matrix n n ℂ) :
    (∀ R, (ρ R).IsHermitian) ↔ ∀ q, (blochSum ρ q)ᴴ = blochSum ρ (-q) := by
  constructor
  · intro h q
    have hρ : (fun R => (ρ R)ᴴ) = ρ := funext fun R => h R
    rw [blochSum_conjTranspose, hρ]
  · intro h
    have hρ : (fun R => (ρ R)ᴴ) = ρ := by
      apply blochSum_injective
      funext q
      have hq := h (-q)
      rwa [blochSum_conjTranspose, neg_neg] at hq
    exact fun R => congrFun hρ R
```

### (f) Hermitian at every wave vector

For Hermitian cells, show that
$$\rho(q)^\dagger=\rho(q)\ \text{for all }q\iff\rho(R)=\rho(-R)\ \text{for all }R.$$

By (e) and (d), $B[\rho](q)^\dagger=B[\rho](-q)=B[\tilde\rho](q)$. If every $\rho(q)$ is Hermitian, then $B[\rho]=B[\tilde\rho]$, and (b) gives $\rho=\tilde\rho$. If $\rho=\tilde\rho$, the same chain ends in $B[\rho](q)$. In Lean, `hadj` is the relation from (e), and `heq` is the equality of $\rho$ with its reversal.

```lean
/-- For Hermitian occupancy changes `ρ(R)`, the matrix `ρ(q)` is Hermitian at every wave vector
if and only if `ρ(R) = ρ(-R)` for every cell. -/
theorem hermitian_all_q_iff_even (ρ : ZMod N → Matrix n n ℂ)
    (hρ : ∀ R, (ρ R).IsHermitian) :
    (∀ q, (blochSum ρ q).IsHermitian) ↔ ∀ R, ρ R = ρ (-R) := by
  have hadj := (hermitian_cells_iff ρ).1 hρ
  constructor
  · intro h
    -- Hermiticity at all q says that ρ and its reversal have the same Bloch sums
    have heq : ρ = fun R => ρ (-R) := by
      apply blochSum_injective
      funext q
      rw [blochSum_reverse, ← hadj q]
      exact (h q).symm
    exact fun R => congrFun heq R
  · intro h q
    have heq : (fun R => ρ (-R)) = ρ := funext fun R => (h R).symm
    change (blochSum ρ q)ᴴ = blochSum ρ q
    rw [hadj q, ← blochSum_reverse, heq]
```

### (g) The anti-Hermitian content

For Hermitian cells, show that
$$\rho(q)-\rho(q)^\dagger=\sum_R e^{-2\pi iqR/N}\,[\rho(R)-\rho(-R)].$$

The left side is $B[\rho](q)-B[\tilde\rho](q)$ by the chain in (f), and the Bloch sum is linear. The final `simp only` distributes the phases and the sum over the difference.

```lean
/-- For Hermitian occupancy changes, `ρ(q) - ρ(q)†` is the Bloch sum of the differences
`ρ(R) - ρ(-R)` between opposite cells. -/
theorem blochSum_sub_adjoint (ρ : ZMod N → Matrix n n ℂ)
    (hρ : ∀ R, (ρ R).IsHermitian) (q : ZMod N) :
    blochSum ρ q - (blochSum ρ q)ᴴ = blochSum (fun R => ρ R - ρ (-R)) q := by
  rw [(hermitian_cells_iff ρ).1 hρ q, ← blochSum_reverse]
  simp only [blochSum, smul_sub, Finset.sum_sub_distrib]
```

### (h) Wave vectors equal to their own negatives

For Hermitian cells, show that
$$2q=0\ \text{modulo }N\;\Rightarrow\;\rho(q)^\dagger=\rho(q).$$

The condition says $-q=q$, so (e) gives $\rho(q)^\dagger=\rho(-q)=\rho(q)$. This covers $q=0$ and, for even $N$, the zone boundary $q=N/2$. For $N=1$ and $N=2$ these are all the wave vectors, so Hermitian cell matrices can give a non-Hermitian $\rho(q)$ only on a ring of at least three cells.

```lean
/-- For Hermitian occupancy changes, `ρ(q)` is Hermitian at each wave vector with `2q = 0`
modulo `N`. -/
theorem hermitian_of_two_q_eq_zero (ρ : ZMod N → Matrix n n ℂ)
    (hρ : ∀ R, (ρ R).IsHermitian) (q : ZMod N) (hq : q + q = 0) :
    (blochSum ρ q).IsHermitian := by
  have hneg : -q = q := neg_eq_of_add_eq_zero_left hq
  change (blochSum ρ q)ᴴ = blochSum ρ q
  rw [(hermitian_cells_iff ρ).1 hρ q, hneg]
```

### (i) Three cells

Let $N=3$ and place the real symmetric matrix $X=\begin{pmatrix}0&1\\1&0\end{pmatrix}$ in cell 1, with zero in cells 0 and 2.

```lean
/-- An occupancy change on three cells that couples two on-site channels in cell `1` and
vanishes in the other cells. -/
def oneCellChange (R : ZMod 3) : Matrix (Fin 2) (Fin 2) ℂ :=
  if R = 1 then !![0, 1; 1, 0] else 0
```

Show that every cell is Hermitian, and that
$$B[\rho](1)=e^{-2\pi i/3}X,\qquad B[\rho](1)^\dagger\neq B[\rho](1).$$

Both $X$ and $0$ are Hermitian. Only cell 1 contributes to the sum, so
$$B[\rho](1)=\Big(-\tfrac12-\tfrac{\sqrt3}{2}i\Big)X,\qquad B[\rho](1)-B[\rho](1)^\dagger=-i\sqrt3\,X\neq0.$$
Formula (g) gives the same difference: $X$ in cell 1 and $-X$ in cell 2 sum to $(e^{-2\pi i/3}-e^{-4\pi i/3})X=-i\sqrt3\,X$. If $X$ is placed in cell 2 as well, then $\rho(R)=\rho(-R)$ in every cell, and $B[\rho](1)=-X$ is Hermitian.

In Lean, `Finset.sum_eq_single` keeps cell 1. Hermiticity of the entry in row 0, column 1 would force the phase to be real, but its imaginary part is $-\sin(2\pi/3)\neq0$.

For PAW perturbation theory at finite $q$, this one-dimensional model with prescribed occupancy changes shows that filling in one triangle of $\rho(q)$ by Hermitian conjugation of the other can give a wrong matrix, even when every cell matrix is real and symmetric.

```lean
/-- The three-cell example is Hermitian in every cell, its Bloch sum at `q = 1` is
`exp(-2πi/3)` times the coupling matrix, and this Bloch sum is not Hermitian. -/
theorem oneCellChange_not_hermitian :
    (∀ R, (oneCellChange R).IsHermitian) ∧
    blochSum oneCellChange 1 =
      Complex.exp ((-(2 * Real.pi / 3) : ℝ) * Complex.I) • !![0, 1; 1, 0] ∧
    ¬ (blochSum oneCellChange 1).IsHermitian := by
  have hval : blochSum oneCellChange 1 =
      Complex.exp ((-(2 * Real.pi / 3) : ℝ) * Complex.I) • !![0, 1; 1, 0] := by
    have hv : (1 : ZMod 3).val = 1 := rfl
    unfold blochSum
    rw [Finset.sum_eq_single (1 : ZMod 3)]
    · rw [hv]
      simp only [oneCellChange, ↓reduceIte]
      congr 2
      push_cast
      ring
    · intro R _ hR
      simp only [oneCellChange, if_neg hR, smul_zero]
    · intro h
      exact absurd (Finset.mem_univ _) h
  refine ⟨?_, hval, ?_⟩
  · intro R
    unfold oneCellChange
    split_ifs
    · ext i j
      fin_cases i <;> fin_cases j <;> simp
    · exact Matrix.isHermitian_zero
  · -- the phase has a non-zero imaginary part
    have hz : (Complex.exp ((-(2 * Real.pi / 3) : ℝ) * Complex.I)).im ≠ 0 := by
      rw [Complex.exp_ofReal_mul_I_im, Real.sin_neg]
      have hs : 0 < Real.sin (2 * Real.pi / 3) :=
        Real.sin_pos_of_pos_of_lt_pi (by positivity) (by linarith [Real.pi_pos])
      exact ne_of_lt (by linarith)
    rw [hval]
    generalize Complex.exp ((-(2 * Real.pi / 3) : ℝ) * Complex.I) = z at hz ⊢
    intro h
    have him := congrArg Complex.im (h.apply 0 1)
    have hzim : -z.im = z.im := by simpa using him
    exact hz (by linarith)

end

end PAWResponseBloch
```

```lean
#print axioms PAWResponseBloch.hermitian_all_q_iff_even
#print axioms PAWResponseBloch.blochSum_sub_adjoint
#print axioms PAWResponseBloch.hermitian_of_two_q_eq_zero
#print axioms PAWResponseBloch.oneCellChange_not_hermitian
```

```
'PAWResponseBloch.hermitian_all_q_iff_even' depends on axioms: [propext, Classical.choice, Quot.sound]
'PAWResponseBloch.blochSum_sub_adjoint' depends on axioms: [propext, Classical.choice, Quot.sound]
'PAWResponseBloch.hermitian_of_two_q_eq_zero' depends on axioms: [propext, Classical.choice, Quot.sound]
'PAWResponseBloch.oneCellChange_not_hermitian' depends on axioms: [propext, Classical.choice, Quot.sound]
```
